# A nondegenerate eigenvector of a finite real symmetric Hamiltonian is real up to a phase and carries no bond current

An electron on a ring of atoms can circulate in either direction. If the hopping amplitudes are real, complex conjugation exchanges the two senses at the same energy, so a circulating state has a partner. What happens at a level that holds only one state?

Let H be a real matrix over a set `n` of sites, or of orthonormal orbitals, and let x be a complex vector of amplitudes. The standard case is a spinless electron in a basis of real orbitals, with no magnetic field and no spin-orbit coupling.

```lean
import Mathlib

open ComplexConjugate

namespace RealHamiltonian

variable {n : Type*}
```

## Currents and phases

The Schrödinger equation iħ dx/dt = Hx gives

d|x_i|²/dt = (2/ħ) Σ_j Im(conj(x_i) H_ij x_j).

Each term is the flow of probability from j into i. The definition keeps the imaginary part and omits the factor 2/ħ.

```lean
/-- The bond current `Im (conj x_i * H_ij * x_j)` between sites `i` and `j` in the state `x`. -/
def bondCurrent (H : Matrix n n ℝ) (x : n → ℂ) (i j : n) : ℝ :=
  (conj (x i) * (H i j : ℂ) * x j).im
```

"Real up to a phase" means x_i = u r_i, with |u| = 1 and every r_i real. One u serves all sites.

```lean
/-- The state `x` is a unit phase times a real vector. -/
def IsRealUpToPhase (x : n → ℂ) : Prop :=
  ∃ u : ℂ, ‖u‖ = 1 ∧ ∃ r : n → ℝ, ∀ i, x i = u * (r i : ℂ)
```

Suppose x ≠ 0 and conj(x_i) = c x_i for all i. Choose k with x_k ≠ 0 and set

u = x_k/|x_k|,  r_i = conj(x_k) x_i/|x_k|.

Then u r_i = x_i. The numerator of r_i is real, because

conj(conj(x_k) x_i) = x_k c x_i = conj(x_k) x_i.

Lean defines r_i through the real part, and `hre` shows that this discards nothing.

```lean
/-- A nonzero state that is proportional to its own complex conjugate is a unit phase times
a real vector. -/
theorem realUpToPhase_of_conj_proportional {x : n → ℂ} (hx : x ≠ 0) {c : ℂ}
    (h : ∀ i, conj (x i) = c * x i) : IsRealUpToPhase x := by
  obtain ⟨k, hk⟩ := Function.ne_iff.mp hx
  have hk' : ‖x k‖ ≠ 0 := norm_ne_zero_iff.mpr hk
  have hn : (‖x k‖ : ℂ) ≠ 0 := Complex.ofReal_ne_zero.mpr hk'
  have hsq : x k * conj (x k) = (‖x k‖ : ℂ) ^ 2 := by
    rw [Complex.mul_conj, Complex.normSq_eq_norm_sq, Complex.ofReal_pow]
  -- the phase of one nonzero component serves for all components
  refine ⟨x k / (‖x k‖ : ℂ), ?_, fun i => (conj (x k) * x i).re / ‖x k‖, fun i => ?_⟩
  · rw [norm_div, Complex.norm_real, norm_norm, div_self hk']
  · have hre : ((conj (x k) * x i).re : ℂ) = conj (x k) * x i :=
      Complex.conj_eq_iff_re.mp (by rw [map_mul, Complex.conj_conj, h i, h k]; ring)
    have key : x i = x k / (‖x k‖ : ℂ) * (((conj (x k) * x i).re / ‖x k‖ : ℝ) : ℂ) := by
      rw [Complex.ofReal_div, hre, div_mul_div_comm, eq_div_iff (mul_ne_zero hn hn)]
      linear_combination (-(x i)) * hsq
    exact key
```

A unit phase satisfies conj(u) u = |u|² = 1.

```lean
/-- A unit phase times its conjugate is one. -/
theorem conj_mul_phase {u : ℂ} (hu : ‖u‖ = 1) : conj u * u = 1 := by
  rw [← Complex.normSq_eq_conj_mul_self, Complex.normSq_eq_norm_sq, hu]
  norm_num
```

It therefore cancels in each bond:

conj(x_i) H_ij x_j = conj(u) u r_i H_ij r_j = r_i H_ij r_j.

The right side is real, so the current is zero.

```lean
/-- For a real Hamiltonian, a state that is real up to a phase carries no bond current. -/
theorem bondCurrent_eq_zero (H : Matrix n n ℝ) {x : n → ℂ} (hx : IsRealUpToPhase x)
    (i j : n) : bondCurrent H x i j = 0 := by
  obtain ⟨u, hu, r, hr⟩ := hx
  have key : conj (x i) * (H i j : ℂ) * x j = ((r i * H i j * r j : ℝ) : ℂ) := by
    rw [hr i, hr j, map_mul, Complex.conj_ofReal]
    push_cast
    linear_combination ((r i : ℂ) * (H i j : ℂ) * (r j : ℂ)) * conj_mul_phase hu
  rw [bondCurrent, key, Complex.ofReal_im]
```

## The level and its conjugate

From here on the set of sites is finite. The eigenvalue equation is Σ_j H_ij x_j = E x_i, with E allowed to be complex.

```lean
variable [Fintype n]

/-- The eigenvalue equation `H x = E x` in components, for a real matrix `H` and a complex
vector `x`. -/
def Solves (H : Matrix n n ℝ) (E : ℂ) (x : n → ℂ) : Prop :=
  ∀ i, ∑ j, (H i j : ℂ) * x j = E * x i
```

Nondegeneracy says that every solution at E is a complex multiple of x. Together with x ≠ 0 and `Solves H E x`, this makes the complex eigenspace one-dimensional.

```lean
/-- Every solution of the eigenvalue equation at `E` is a complex multiple of `x`. -/
def SpansLevel (H : Matrix n n ℝ) (E : ℂ) (x : n → ℂ) : Prop :=
  ∀ y, Solves H E y → ∃ c : ℂ, ∀ i, y i = c * x i
```

Conjugating the equation leaves H_ij unchanged:

Σ_j H_ij conj(x_j) = conj(E) conj(x_i).

```lean
/-- For a real Hamiltonian, complex conjugation turns a solution at `E` into a solution at
the conjugate of `E`. -/
theorem solves_conj {H : Matrix n n ℝ} {E : ℂ} {x : n → ℂ} (h : Solves H E x) :
    Solves H (conj E) (fun i => conj (x i)) := by
  intro i
  have hi := congrArg (starRingEnd ℂ) (h i)
  simpa only [map_sum, map_mul, Complex.conj_ofReal] using hi
```

Let N = Σ_i |x_i|², which is positive for x ≠ 0. Letting H act to the right, then using H_ij = H_ji and the conjugated equation, gives

E N = Σ_ij conj(x_i) H_ij x_j = Σ_j (Σ_i H_ji conj(x_i)) x_j = conj(E) N.

Cancelling N gives E = conj(E). These two evaluations are `h1` and `h2`.

```lean
/-- The eigenvalue of a real symmetric matrix at a nonzero complex eigenvector is real. -/
theorem eigenvalue_real {H : Matrix n n ℝ} (hH : H.IsSymm) {E : ℂ} {x : n → ℂ}
    (hx : x ≠ 0) (h : Solves H E x) : conj E = E := by
  obtain ⟨k, hk⟩ := Function.ne_iff.mp hx
  have hN : ∑ i, conj (x i) * x i ≠ 0 := by
    have e : ∑ i, conj (x i) * x i = ((∑ i, Complex.normSq (x i) : ℝ) : ℂ) := by
      rw [Complex.ofReal_sum]
      exact Finset.sum_congr rfl fun i _ => Complex.normSq_eq_conj_mul_self.symm
    rw [e]
    exact Complex.ofReal_ne_zero.mpr (ne_of_gt (Finset.sum_pos'
      (fun i _ => Complex.normSq_nonneg _) ⟨k, Finset.mem_univ k, Complex.normSq_pos.mpr hk⟩))
  -- evaluate the expectation value with H acting to the right, then to the left
  have h1 : ∑ i, ∑ j, conj (x i) * ((H i j : ℂ) * x j) = E * ∑ i, conj (x i) * x i := by
    rw [Finset.mul_sum]
    refine Finset.sum_congr rfl fun i _ => ?_
    rw [← Finset.mul_sum, h i]
    ring
  have h2 : ∑ i, ∑ j, conj (x i) * ((H i j : ℂ) * x j)
      = conj E * ∑ i, conj (x i) * x i := by
    rw [Finset.sum_comm, Finset.mul_sum]
    refine Finset.sum_congr rfl fun j _ => ?_
    have hj : ∑ i, (H j i : ℂ) * conj (x i) = conj E * conj (x j) := solves_conj h j
    calc ∑ i, conj (x i) * ((H i j : ℂ) * x j)
        = (∑ i, (H j i : ℂ) * conj (x i)) * x j := by
          rw [Finset.sum_mul]
          refine Finset.sum_congr rfl fun i _ => ?_
          have e : H i j = H j i := hH.apply j i
          rw [e]
          ring
      _ = conj E * (conj (x j) * x j) := by rw [hj]; ring
  exact mul_right_cancel₀ hN (h2.symm.trans h1)
```

So conj(x) solves the equation at E itself. Nondegeneracy gives conj(x) = c x, and the earlier steps supply the real vector and the vanishing currents. For non-interacting electrons in a finite real tight-binding model, a nondegenerate orbital is thus real apart from its overall phase. A degenerate level also has a basis of real orbitals, but complex combinations of them are equally valid eigenvectors.

```lean
/-- A nonzero eigenvector of a real symmetric Hamiltonian that spans its complex eigenspace
is a unit phase times a real vector, and all its bond currents vanish. -/
theorem nondegenerate_real_and_currentless {H : Matrix n n ℝ} (hH : H.IsSymm) {E : ℂ}
    {x : n → ℂ} (hx : x ≠ 0) (h : Solves H E x) (hspan : SpansLevel H E x) :
    IsRealUpToPhase x ∧ ∀ i j, bondCurrent H x i j = 0 := by
  -- the conjugate state belongs to the same level
  have hc := solves_conj h
  rw [eigenvalue_real hH hx h] at hc
  obtain ⟨c, hc⟩ := hspan _ hc
  have hr := realUpToPhase_of_conj_proportional hx hc
  exact ⟨hr, bondCurrent_eq_zero H hr⟩
```

For example, take H = [[0, 2], [2, 3]], whose eigenvalues are 4 and −1. At E = 4 a solver might return a multiple of x = (3+4i, 6+8i). Here u = (3+4i)/5 and r = (5, 10), or (1, 2)/√5 after normalisation. The bond gives (3−4i)·2·(6+8i) = 100, with no imaginary part.

In code, a complex eigensolver leaves the phase arbitrary. If H is real symmetric and the eigenvalue is well separated from the others, multiplying the eigenvector by conj(x_k)/|x_k|, with x_k its component of largest modulus, should leave imaginary parts only at the level of numerical error.

## Degenerate levels

Currents may survive in a degenerate level, but they balance at each site:

Σ_j conj(x_i) H_ij x_j = E |x_i|²,

which is real because E is. The zero vector is treated separately, since it does not force E to be real.

```lean
/-- In any eigenvector of a real symmetric Hamiltonian, degenerate or not, the bond currents
at each site add up to zero. -/
theorem sum_bondCurrent {H : Matrix n n ℝ} (hH : H.IsSymm) {E : ℂ} {x : n → ℂ}
    (h : Solves H E x) (i : n) : ∑ j, bondCurrent H x i j = 0 := by
  rcases eq_or_ne x 0 with rfl | hx
  · simp [bondCurrent]
  have hE := eigenvalue_real hH hx h
  have key : ∑ j, conj (x i) * (H i j : ℂ) * x j = conj (x i) * (E * x i) := by
    rw [← h i, Finset.mul_sum]
    exact Finset.sum_congr rfl fun j _ => mul_assoc _ _ _
  simp only [bondCurrent]
  rw [← Complex.im_sum, key]
  apply Complex.conj_eq_iff_im.mp
  simp only [map_mul, Complex.conj_conj, hE]
  ring
```

Conversely, suppose every solution at E is real up to a phase. Write x = u r ≠ 0 and y = v s. The superposition

conj(u) x + i conj(v) y = r + i s

is also a solution, so it equals w t with t real. Hence r = Re(w) t and s = Im(w) t. Since x ≠ 0, Re(w) ≠ 0, and

y = v (Im(w)/Re(w)) conj(u) x.

This argument does not use the symmetry of H.

```lean
/-- Converse: if every solution at `E` is real up to a phase, then any nonzero solution `x`
spans the level. -/
theorem spansLevel_of_all_real {H : Matrix n n ℝ} {E : ℂ} {x : n → ℂ} (hx : x ≠ 0)
    (h : Solves H E x) (hall : ∀ y, Solves H E y → IsRealUpToPhase y) :
    SpansLevel H E x := by
  intro y hy
  obtain ⟨u, hu, r, hr⟩ := hall x h
  obtain ⟨v, hv, s, hs⟩ := hall y hy
  -- superpose the two real vectors with relative phase I
  have hz : Solves H E (fun i => conj u * x i + Complex.I * conj v * y i) := by
    intro i
    calc ∑ j, (H i j : ℂ) * (conj u * x j + Complex.I * conj v * y j)
        = conj u * ∑ j, (H i j : ℂ) * x j
          + Complex.I * conj v * ∑ j, (H i j : ℂ) * y j := by
          rw [Finset.mul_sum, Finset.mul_sum, ← Finset.sum_add_distrib]
          exact Finset.sum_congr rfl fun j _ => by ring
      _ = E * (conj u * x i + Complex.I * conj v * y i) := by rw [h i, hy i]; ring
  obtain ⟨w, _, t, ht⟩ := hall _ hz
  have hrs : ∀ i, (r i : ℂ) + (s i : ℂ) * Complex.I = w * (t i : ℂ) := by
    intro i
    have hti : conj u * x i + Complex.I * conj v * y i = w * (t i : ℂ) := ht i
    linear_combination hti - conj u * hr i - Complex.I * conj v * hs i
      - (r i : ℂ) * conj_mul_phase hu - Complex.I * (s i : ℂ) * conj_mul_phase hv
  have hre : ∀ i, r i = w.re * t i := fun i => by
    simpa using congrArg Complex.re (hrs i)
  have him : ∀ i, s i = w.im * t i := fun i => by
    simpa using congrArg Complex.im (hrs i)
  have hw : w.re ≠ 0 := fun h0 => hx (funext fun i => by rw [hr i, hre i, h0]; simp)
  obtain ⟨q, hq⟩ : ∃ q : ℂ, q * (w.re : ℂ) = (w.im : ℂ) :=
    ⟨(w.im : ℂ) / (w.re : ℂ), div_mul_cancel₀ _ (Complex.ofReal_ne_zero.mpr hw)⟩
  refine ⟨v * q * conj u, fun i => ?_⟩
  rw [hs i, hr i, him i, hre i, Complex.ofReal_mul, Complex.ofReal_mul]
  linear_combination (-(v * q * (w.re : ℂ) * (t i : ℂ))) * conj_mul_phase hu
    - v * (t i : ℂ) * hq
```

A ring of four sites with unit hopping shows a surviving current.

```lean
/-- The hopping matrix of a ring of four sites. -/
def ringH : Matrix (Fin 4) (Fin 4) ℝ :=
  !![0, 1, 0, 1; 1, 0, 1, 0; 0, 1, 0, 1; 1, 0, 1, 0]
```

Take the wave (1, i, −1, −i), with sites numbered from 0.

```lean
/-- The wave on the four-site ring whose phase advances by a quarter turn per site. -/
def ringWave : Fin 4 → ℂ := ![1, Complex.I, -1, -Complex.I]
```

The two neighbours of each site have opposite amplitudes, so Hx = 0. The current from site 1 into site 0 is Im(1·1·i) = 1, or 1/4 for the normalised wave, again without the factor 2/ħ. By the main theorem this wave cannot span its level; its conjugate is an independent solution. Lean checks the matrix and the equation entry by entry.

```lean
/-- The four-site ring is real symmetric, and its quarter-turn wave is an eigenvector at
energy zero with bond current one between the first two sites. -/
theorem ring_carries_current :
    ringH.IsSymm ∧ Solves ringH 0 ringWave ∧ bondCurrent ringH ringWave 0 1 = 1 := by
  refine ⟨Matrix.IsSymm.ext fun i j => ?_, fun i => ?_, ?_⟩
  · fin_cases i <;> fin_cases j <;> simp [ringH]
  · fin_cases i <;> simp [ringH, ringWave, Fin.sum_univ_four]
  · simp [bondCurrent, ringH, ringWave]

end RealHamiltonian
```

```lean
#print axioms RealHamiltonian.nondegenerate_real_and_currentless
#print axioms RealHamiltonian.sum_bondCurrent
#print axioms RealHamiltonian.spansLevel_of_all_real
#print axioms RealHamiltonian.ring_carries_current
```

```
'RealHamiltonian.nondegenerate_real_and_currentless' depends on axioms: [propext, Classical.choice, Quot.sound]
'RealHamiltonian.sum_bondCurrent' depends on axioms: [propext, Classical.choice, Quot.sound]
'RealHamiltonian.spansLevel_of_all_real' depends on axioms: [propext, Classical.choice, Quot.sound]
'RealHamiltonian.ring_carries_current' depends on axioms: [propext, Classical.choice, Quot.sound]
```
